# Transmission between two leads of a finite non-interacting conductor equals the left-injected current through any cut separating them

At a fixed real energy, the transmission from a left to a right lead equals the dimensionless bond current that electrons injected from the left lead carry through any cut that leaves the left lead's self-energy on one side and the right lead's on the other. The Hamiltonian is assumed Hermitian; the cut may run anywhere between the leads and cross any number of bonds. In non-interacting Green's function calculations with a finite orthonormal basis, this lets the transmission be compared with the left-injected current through an interior slice.

## The conductor, its leads and the cut

The conductor has finitely many sites, the elements of `ι`, each carrying one orthonormal orbital. Its Hamiltonian is $H$, and $E$ is the energy. The cut is given by a set of sites $Y$, and $X$ is its complement, `Yᶜ` in Lean.

```lean
import Mathlib

open Matrix

namespace TransmissionThroughCut

noncomputable section

variable {ι : Type*} [Fintype ι] [DecidableEq ι]
```

The self-energies $\Sigma_L$ and $\Sigma_R$, `SL` and `SR`, describe the leads. Each lead touches only its own side: $\Sigma_L$ has nonzero entries only within $X$, and $\Sigma_R$ only within $Y$.

```lean
/-- The matrix `S` has nonzero entries only between sites of `P`. -/
def SupportedOn (S : Matrix ι ι ℂ) (P : Finset ι) : Prop :=
  ∀ a b, a ∉ P ∨ b ∉ P → S a b = 0
```

The broadening $\Gamma_p=i(\Sigma_p-\Sigma_p^\dagger)$, with $p=L,R$, measures the exchange of electrons with lead $p$. Lean writes the adjoint as `ᴴ`.

```lean
/-- The broadening matrix `Γ = i (Σ - Σᴴ)` of a self-energy. -/
def broadening (S : Matrix ι ι ℂ) : Matrix ι ι ℂ := Complex.I • (S - Sᴴ)
```

With $G$ the Green's function, let $n=G\Gamma_LG^\dagger$. Textbooks often call this the left-lead spectral function $A_L$; the density matrix per unit energy for filled left-lead states is $n/2\pi$.

```lean
/-- The density matrix `n = G Γ_L Gᴴ` injected by the left lead. -/
def density (G SL : Matrix ι ι ℂ) : Matrix ι ι ℂ := G * broadening SL * Gᴴ
```

The bond current from $x$ to $y$ is $J_{x\to y}=2\,\mathrm{Im}(H_{yx}n_{xy})$, positive when it flows into $y$. It is dimensionless, as is the transmission; factors of $e$ and $h$ are left out.

```lean
/-- The bond current `2 Im (H_yx n_xy)` from site `x` to site `y`. -/
def bondCurrent (H n : Matrix ι ι ℂ) (x y : ι) : ℝ := 2 * (H y x * n x y).im
```

Finally, $A_{PQ}$ is the rectangular block of a matrix $A$ with rows in $P$ and columns in $Q$.

```lean
/-- The rectangular block of `A` with rows in `P` and columns in `Q`. -/
def block (A : Matrix ι ι ℂ) (P Q : Finset ι) : Matrix P Q ℂ :=
  A.submatrix (fun p => (p : ι)) (fun q => (q : ι))
```

The self-energies are otherwise arbitrary matrices. Identifying them with the retarded self-energies of actual leads at energy $E$ is the step from this model to a device.

## (a) Hermiticity of the injected density

**Task.** Show that, for any $G$ and $\Sigma_L$,
$$n^\dagger=n.$$

**Solution.** The broadening is Hermitian:
$$\Gamma_L^\dagger=-i(\Sigma_L^\dagger-\Sigma_L)=\Gamma_L.$$
Hence $n^\dagger=(G\Gamma_LG^\dagger)^\dagger=G\Gamma_L^\dagger G^\dagger=n$.

In Lean, `hΓ` is the first step, checked entry by entry; reversing the adjoint of the product gives the second.

```lean
omit [DecidableEq ι] in
/-- The injected density matrix is Hermitian. -/
theorem density_isHermitian (G SL : Matrix ι ι ℂ) : (density G SL).IsHermitian := by
  have hΓ : (broadening SL)ᴴ = broadening SL := by
    ext i j
    simp only [broadening, Matrix.conjTranspose_apply, Matrix.smul_apply, Matrix.sub_apply,
      smul_eq_mul, star_mul', star_sub, Complex.star_def, Complex.conj_conj, Complex.conj_I]
    ring
  change (density G SL)ᴴ = density G SL
  simp only [density, Matrix.conjTranspose_mul, Matrix.conjTranspose_conjTranspose, hΓ,
    Matrix.mul_assoc]
```

## (b) Reversing a bond

**Task.** For Hermitian $H$ and $n$, show that
$$J_{y\to x}=-J_{x\to y}.$$

**Solution.** Hermiticity gives $H_{xy}=H_{yx}^*$ and $n_{yx}=n_{xy}^*$. Therefore
$$J_{y\to x}=2\,\mathrm{Im}(H_{xy}n_{yx})=2\,\mathrm{Im}\big[(H_{yx}n_{xy})^*\big]=-J_{x\to y}.$$

The Lean facts `h1` and `h2` are the two conjugation rules. Here `n` is any Hermitian matrix.

```lean
omit [Fintype ι] [DecidableEq ι] in
/-- For Hermitian `H` and `n`, the bond current from `y` to `x` is minus that from `x` to `y`. -/
theorem bondCurrent_antisymm {H n : Matrix ι ι ℂ} (hH : H.IsHermitian) (hn : n.IsHermitian)
    (x y : ι) : bondCurrent H n y x = -bondCurrent H n x y := by
  have h1 : H x y = star (H y x) := (hH.apply x y).symm
  have h2 : n y x = star (n x y) := (hn.apply y x).symm
  unfold bondCurrent
  rw [h1, h2]
  simp only [Complex.star_def, Complex.mul_im, Complex.conj_re, Complex.conj_im]
  ring
```

## (c) Continuity at one site

**Task.** Let $(E-H-\Sigma_L-\Sigma_R)G=1$ with $E$ real, and let $\Sigma_L$ be supported on $X$. For $y\in Y$, show that
$$\sum_x J_{x\to y}=-2\,\mathrm{Im}(\Sigma_Rn)_{yy}.$$

**Solution.** Multiply the equation for $G$ on the right by $\Gamma_LG^\dagger$:
$$(E-H-\Sigma_L-\Sigma_R)n=\Gamma_LG^\dagger.$$
Take the diagonal entry at $y$. Row $y$ and column $y$ of $\Sigma_L$ vanish, so row $y$ of $\Gamma_L$ vanishes too. What remains is
$$E\,n_{yy}-(Hn)_{yy}-(\Sigma_Rn)_{yy}=0.$$
By (a), $n_{yy}$ is real, so the imaginary part gives $\mathrm{Im}(Hn)_{yy}=-\mathrm{Im}(\Sigma_Rn)_{yy}$. Since
$$\sum_xJ_{x\to y}=2\,\mathrm{Im}\sum_xH_{yx}n_{xy}=2\,\mathrm{Im}(Hn)_{yy},$$
the claim follows.

A real $E$ means that no absorption is added by hand. Replacing $E$ by $E+i\eta$, with $\eta$ real, would add $2\eta\,n_{yy}$ to the right-hand side.

In Lean, `hk` is the matrix equation, `hz` and `hs` remove the left lead at $y$, and `hr` says that $n_{yy}$ is real. The sum includes $x=y$, a term that vanishes when $H$ is Hermitian; this lemma doesn't need that assumption.

```lean
/-- Site continuity: for real `E`, `G` the inverse of `E - H - Σ_L - Σ_R` and `Σ_L` supported on the
complement of `Y`, the total bond current into a site `y` of `Y` equals the loss `-2 Im (Σ_R n)_yy`
into the right lead, with `n = G Γ_L Gᴴ`. -/
theorem site_continuity {E : ℝ} {H SL SR G : Matrix ι ι ℂ} {Y : Finset ι}
    (hG : ((E : ℂ) • (1 : Matrix ι ι ℂ) - H - SL - SR) * G = 1)
    (hL : SupportedOn SL Yᶜ) {y : ι} (hy : y ∈ Y) :
    ∑ x, bondCurrent H (density G SL) x y = -2 * ((SR * density G SL) y y).im := by
  -- the equation of motion of the density matrix
  have hk : ((E : ℂ) • (1 : Matrix ι ι ℂ) - H - SL - SR) * density G SL
      = broadening SL * Gᴴ := by
    unfold density
    rw [← Matrix.mul_assoc, ← Matrix.mul_assoc, hG, Matrix.one_mul]
  have hyc : y ∉ Yᶜ := by simp [hy]
  -- the left lead is absent at `y`
  have hz : (broadening SL * Gᴴ) y y = 0 := by
    rw [Matrix.mul_apply]
    refine Finset.sum_eq_zero fun x _ => ?_
    simp [broadening, hL y x (Or.inl hyc), hL x y (Or.inr hyc)]
  have hs : (SL * density G SL) y y = 0 := by
    rw [Matrix.mul_apply]
    exact Finset.sum_eq_zero fun x _ => by rw [hL y x (Or.inl hyc), zero_mul]
  have hr : (density G SL y y).im = 0 :=
    Complex.conj_eq_iff_im.mp ((density_isHermitian G SL).apply y y)
  have he := congrFun (congrFun hk y) y
  rw [hz, Matrix.sub_mul, Matrix.sub_mul, Matrix.sub_mul, Matrix.smul_mul, Matrix.one_mul] at he
  simp only [Matrix.sub_apply, Matrix.smul_apply, smul_eq_mul, hs] at he
  have him := congrArg Complex.im he
  simp only [Complex.sub_im, Complex.mul_im, Complex.ofReal_re, Complex.ofReal_im, hr,
    Complex.zero_im] at him
  have hsum : ∑ x, bondCurrent H (density G SL) x y = 2 * ((H * density G SL) y y).im := by
    simp only [bondCurrent, Matrix.mul_apply, Complex.im_sum, Finset.mul_sum]
  rw [hsum]
  linarith
```

## (d) Broadening and loss

**Task.** For any self-energy $\Sigma$, with $\Gamma=i(\Sigma-\Sigma^\dagger)$, and any Hermitian $n$, show that
$$\mathrm{Tr}(\Gamma n)=-2\,\mathrm{Im}\,\mathrm{Tr}(\Sigma n).$$

**Solution.** Put $z=\mathrm{Tr}(\Sigma n)$. Since $n$ is Hermitian and the trace is cyclic,
$$\mathrm{Tr}(\Sigma^\dagger n)=\mathrm{Tr}\big[(n\Sigma)^\dagger\big]=\big[\mathrm{Tr}(n\Sigma)\big]^*=z^*.$$
Thus $\mathrm{Tr}(\Gamma n)=i(z-z^*)=i(2i\,\mathrm{Im}\,z)=-2\,\mathrm{Im}\,z$.

The Lean fact `h` is the conjugation identity. The trace is then replaced by a general complex number, and real and imaginary parts are compared.

```lean
omit [DecidableEq ι] in
/-- For a Hermitian density matrix `n`, `Tr (Γ n) = -2 Im Tr (Σ n)`. -/
theorem trace_broadening_mul (S : Matrix ι ι ℂ) {n : Matrix ι ι ℂ} (hn : n.IsHermitian) :
    Matrix.trace (broadening S * n) = ((-2 * (Matrix.trace (S * n)).im : ℝ) : ℂ) := by
  have h : Matrix.trace (Sᴴ * n) = star (Matrix.trace (S * n)) := by
    rw [← Matrix.trace_conjTranspose, Matrix.conjTranspose_mul, hn.eq, Matrix.trace_mul_comm]
  rw [broadening, Matrix.smul_mul, Matrix.sub_mul, Matrix.trace_smul, Matrix.trace_sub, h]
  generalize Matrix.trace (S * n) = z
  apply Complex.ext <;> simp
  ring
```

## (e) The block trace as a sum over crossing bonds

**Task.** Show that
$$2\,\mathrm{Im}\,\mathrm{Tr}(H_{YX}n_{XY})=\sum_{y\in Y}\sum_{x\in X}J_{x\to y}.$$

**Solution.** Write out the trace and the matrix product:
$$\mathrm{Tr}(H_{YX}n_{XY})=\sum_{y\in Y}\sum_{x\in X}H_{yx}n_{xy}.$$
Taking twice the imaginary part term by term gives the bond currents.

The blocks in Lean are indexed by the sites of $Y$ and $X$ as types of their own. `Finset.sum_coe_sort` turns sums over these types into sums over subsets of `ι`.

```lean
/-- `2 Im Tr (H_YX n_XY)` is the sum of the bond currents from `X`, the complement of `Y`,
into `Y`. -/
theorem cut_trace (H n : Matrix ι ι ℂ) (Y : Finset ι) :
    2 * (Matrix.trace (block H Y Yᶜ * block n Yᶜ Y)).im
      = ∑ y ∈ Y, ∑ x ∈ Yᶜ, bondCurrent H n x y := by
  simp only [Matrix.trace, Matrix.diag_apply, Matrix.mul_apply, block, Matrix.submatrix_apply,
    Complex.im_sum, Finset.mul_sum, bondCurrent]
  refine Eq.trans ?_ (Finset.sum_coe_sort Y (fun y => ∑ x ∈ Yᶜ, 2 * (H y x * n x y).im))
  refine Finset.sum_congr rfl fun y _ => ?_
  exact Finset.sum_coe_sort Yᶜ (fun x => 2 * (H y x * n x y).im)
```

## (f) Transmission through the cut

**Task.** Let $H$ be Hermitian, $E$ real, $\Sigma_L$ supported on $X$, $\Sigma_R$ supported on $Y$, and $(E-H-\Sigma_L-\Sigma_R)G=1$. Show that
$$\mathrm{Tr}(\Gamma_RG\Gamma_LG^\dagger)=2\,\mathrm{Im}\,\mathrm{Tr}(H_{YX}n_{XY}).$$

**Solution.** By (a) and (d), the left-hand side is
$$\mathrm{Tr}(\Gamma_Rn)=-2\,\mathrm{Im}\,\mathrm{Tr}(\Sigma_Rn)=\sum_{y\in Y}\big[-2\,\mathrm{Im}(\Sigma_Rn)_{yy}\big],$$
because rows of $\Sigma_R$ outside $Y$ vanish. By (c), this equals
$$\sum_{y\in Y}\sum_xJ_{x\to y}=\sum_{y\in Y}\sum_{x\in Y}J_{x\to y}+\sum_{y\in Y}\sum_{x\in X}J_{x\to y}.$$
Exchanging the names $x$ and $y$ in the first double sum and using (b) shows that it equals its own negative, so it is zero. The second is the block trace of (e).

In Lean, `hin` is the cancellation inside $Y$, `hcut` leaves only the crossing bonds, and `htr` restricts the right-lead trace to $Y$. The final rewrite joins these to (c), (d) and (e). The right-hand side is a real number read as a complex one, so the transmission trace is real. The hypothesis `hG` makes the square matrix $G$ a true inverse.

```lean
/-- Transmission through any cut: for Hermitian `H`, real `E`, `Σ_L` supported on `X` (the
complement of `Y`), `Σ_R` supported on `Y` and `G` the inverse of `E - H - Σ_L - Σ_R`,
`Tr (Γ_R G Γ_L Gᴴ) = 2 Im Tr (H_YX n_XY)` with `n = G Γ_L Gᴴ`. -/
theorem transmission_eq_cut {E : ℝ} {H SL SR G : Matrix ι ι ℂ} {Y : Finset ι}
    (hH : H.IsHermitian) (hG : ((E : ℂ) • (1 : Matrix ι ι ℂ) - H - SL - SR) * G = 1)
    (hL : SupportedOn SL Yᶜ) (hR : SupportedOn SR Y) :
    Matrix.trace (broadening SR * G * broadening SL * Gᴴ)
      = ((2 * (Matrix.trace (block H Y Yᶜ * block (density G SL) Yᶜ Y)).im : ℝ) : ℂ) := by
  have hn := density_isHermitian G SL
  -- currents on bonds inside `Y` cancel in pairs
  have hin : ∑ y ∈ Y, ∑ x ∈ Y, bondCurrent H (density G SL) x y = 0 := by
    have h : ∑ y ∈ Y, ∑ x ∈ Y, bondCurrent H (density G SL) x y
        = -∑ y ∈ Y, ∑ x ∈ Y, bondCurrent H (density G SL) x y := by
      calc ∑ y ∈ Y, ∑ x ∈ Y, bondCurrent H (density G SL) x y
          = ∑ y ∈ Y, ∑ x ∈ Y, bondCurrent H (density G SL) y x := Finset.sum_comm
        _ = _ := by
          simp only [← Finset.sum_neg_distrib]
          exact Finset.sum_congr rfl fun y _ => Finset.sum_congr rfl fun x _ =>
            bondCurrent_antisymm hH hn x y
    linarith
  have hcut : ∑ y ∈ Y, ∑ x, bondCurrent H (density G SL) x y
      = ∑ y ∈ Y, ∑ x ∈ Yᶜ, bondCurrent H (density G SL) x y := by
    simp only [← Finset.sum_add_sum_compl Y, Finset.sum_add_distrib, hin, zero_add]
  -- the right lead only drains sites of `Y`
  have htr : (Matrix.trace (SR * density G SL)).im
      = ∑ y ∈ Y, ((SR * density G SL) y y).im := by
    simp only [Matrix.trace, Matrix.diag_apply, Complex.im_sum]
    symm
    refine Finset.sum_subset (Finset.subset_univ Y) fun y _ hy => ?_
    have h0 : (SR * density G SL) y y = 0 := by
      rw [Matrix.mul_apply]
      exact Finset.sum_eq_zero fun x _ => by rw [hR y x (Or.inl hy), zero_mul]
    rw [h0, Complex.zero_im]
  have ha : broadening SR * G * broadening SL * Gᴴ = broadening SR * density G SL := by
    simp only [density, Matrix.mul_assoc]
  rw [ha, trace_broadening_mul SR hn, cut_trace, ← hcut, htr, Finset.mul_sum,
    Finset.sum_congr rfl fun y hy => site_continuity hG hL hy]
```

## (g) Moving the cut

**Task.** Let $Z$ be a second set of sites with complement $W$, such that $\Sigma_L$ is supported on $W$ and $\Sigma_R$ on $Z$. With the assumptions of (f), show that
$$2\,\mathrm{Im}\,\mathrm{Tr}(H_{YX}n_{XY})=2\,\mathrm{Im}\,\mathrm{Tr}(H_{ZW}n_{WZ}).$$

**Solution.** Apply (f) to each cut. Both sides equal $\mathrm{Tr}(\Gamma_RG\Gamma_LG^\dagger)$, which doesn't refer to a cut. Lean chains the two equations and returns from complex to real numbers with `Complex.ofReal_injective`.

```lean
/-- Two cuts `Y` and `Z` that both separate the left from the right lead carry the same current,
for Hermitian `H`, real `E` and `G` the inverse of `E - H - Σ_L - Σ_R`. -/
theorem cut_independence {E : ℝ} {H SL SR G : Matrix ι ι ℂ} {Y Z : Finset ι}
    (hH : H.IsHermitian) (hG : ((E : ℂ) • (1 : Matrix ι ι ℂ) - H - SL - SR) * G = 1)
    (hLY : SupportedOn SL Yᶜ) (hRY : SupportedOn SR Y)
    (hLZ : SupportedOn SL Zᶜ) (hRZ : SupportedOn SR Z) :
    2 * (Matrix.trace (block H Y Yᶜ * block (density G SL) Yᶜ Y)).im
      = 2 * (Matrix.trace (block H Z Zᶜ * block (density G SL) Zᶜ Z)).im :=
  Complex.ofReal_injective
    ((transmission_eq_cut hH hG hLY hRY).symm.trans (transmission_eq_cut hH hG hLZ hRZ))
```

## (h) A single crossing bond

**Task.** In the setting of (f), let $a\in X$ and $b\in Y$, and suppose that $H_{yx}=0$ for every other pair $y\in Y$, $x\in X$. Show that
$$\mathrm{Tr}(\Gamma_RG\Gamma_LG^\dagger)=J_{a\to b}.$$

**Solution.** By (f) and (e), the transmission is the sum of $J_{x\to y}$ over crossing bonds. Each term contains $H_{yx}$, so only $x=a$, $y=b$ can contribute.

The hypothesis `hbond` says that a nonzero crossing element must belong to this bond. The fact `hz` removes the other currents, and `Finset.sum_eq_single_of_mem` reduces each sum to one term.

```lean
/-- If, in the setting of `transmission_eq_cut`, `H` couples `Y` to its complement only through
the bond from `a` to `b`, the transmission is the current on that bond. -/
theorem transmission_eq_single_bond {E : ℝ} {H SL SR G : Matrix ι ι ℂ} {Y : Finset ι}
    (hH : H.IsHermitian) (hG : ((E : ℂ) • (1 : Matrix ι ι ℂ) - H - SL - SR) * G = 1)
    (hL : SupportedOn SL Yᶜ) (hR : SupportedOn SR Y) {a b : ι} (ha : a ∈ Yᶜ) (hb : b ∈ Y)
    (hbond : ∀ y ∈ Y, ∀ x ∈ Yᶜ, H y x ≠ 0 → y = b ∧ x = a) :
    Matrix.trace (broadening SR * G * broadening SL * Gᴴ)
      = (bondCurrent H (density G SL) a b : ℂ) := by
  have hz : ∀ y ∈ Y, ∀ x ∈ Yᶜ, ¬(y = b ∧ x = a) →
      bondCurrent H (density G SL) x y = 0 := by
    intro y hy x hx hne
    have h0 : H y x = 0 := by
      by_contra h
      exact hne (hbond y hy x hx h)
    simp [bondCurrent, h0]
  rw [transmission_eq_cut hH hG hL hR, cut_trace,
    Finset.sum_eq_single_of_mem b hb fun y hy hne =>
      Finset.sum_eq_zero fun x hx => hz y hy x hx fun h => hne h.1,
    Finset.sum_eq_single_of_mem a ha fun x hx hne => hz b hb x hx fun h => hne h.2]
```

## (i) Two sites with perfect transmission

**Task.** Number the sites 0 and 1, with $Y=\{1\}$, $E=0$, $H_{01}=H_{10}=1$ and no on-site energies. Each site has self-energy $-i$ from its own lead. Check the assumptions of (f) and show that
$$\mathrm{Tr}(\Gamma_RG\Gamma_LG^\dagger)=1.$$

**Solution.** $H$ is real and symmetric, and each self-energy sits on its own side. The inverse is
$$G=\begin{pmatrix}i&-1\\-1&i\end{pmatrix}^{-1}=\begin{pmatrix}-i/2&-1/2\\-1/2&-i/2\end{pmatrix}.$$
The broadenings have one nonzero entry each, $(\Gamma_L)_{00}=(\Gamma_R)_{11}=2$. Hence the trace is $2\,|G_{10}|^2\,2=4\cdot\tfrac14=1$.

The value $-i$ is the retarded self-energy of a semi-infinite chain with unit hopping at its band centre, so the example represents a uniform chain. Lean checks the matrices entry by entry; `hΓL` and `hΓR` give the broadenings.

```lean
/-- Two sites with unit hopping at `E = 0`, each with self-energy `-i` from its own lead, meet
all hypotheses of `transmission_eq_cut` for the cut between them, and the transmission is one. -/
theorem transmission_eq_cut_witness :
    let H : Matrix (Fin 2) (Fin 2) ℂ := !![0, 1; 1, 0]
    let SL : Matrix (Fin 2) (Fin 2) ℂ := !![-Complex.I, 0; 0, 0]
    let SR : Matrix (Fin 2) (Fin 2) ℂ := !![0, 0; 0, -Complex.I]
    let G : Matrix (Fin 2) (Fin 2) ℂ := !![-Complex.I / 2, -1 / 2; -1 / 2, -Complex.I / 2]
    H.IsHermitian ∧ (((0 : ℝ) : ℂ) • (1 : Matrix (Fin 2) (Fin 2) ℂ) - H - SL - SR) * G = 1 ∧
      SupportedOn SL ({1} : Finset (Fin 2))ᶜ ∧ SupportedOn SR {1} ∧
      Matrix.trace (broadening SR * G * broadening SL * Gᴴ) = 1 := by
  intro H SL SR G
  refine ⟨?_, ?_, ?_, ?_, ?_⟩
  · ext i j
    fin_cases i <;> fin_cases j <;> simp [H]
  · ext i j
    fin_cases i <;> fin_cases j <;>
      simp [H, SL, SR, G, Matrix.mul_apply, Fin.sum_univ_two, Complex.ext_iff] <;> norm_num
  · simp [SupportedOn, Fin.forall_fin_two, SL]
  · simp [SupportedOn, Fin.forall_fin_two, SR]
  · have hΓL : broadening SL = !![2, 0; 0, 0] := by
      ext i j
      fin_cases i <;> fin_cases j <;> simp [broadening, SL, Complex.ext_iff]
      norm_num
    have hΓR : broadening SR = !![0, 0; 0, 2] := by
      ext i j
      fin_cases i <;> fin_cases j <;> simp [broadening, SR, Complex.ext_iff]
      norm_num
    rw [hΓL, hΓR]
    simp only [Matrix.trace_fin_two, Matrix.mul_apply, Fin.sum_univ_two,
      Matrix.conjTranspose_apply]
    simp [G]
    norm_num

end

end TransmissionThroughCut
```

```lean
#print axioms TransmissionThroughCut.transmission_eq_cut
-- 'TransmissionThroughCut.transmission_eq_cut' depends on axioms: [propext, Classical.choice, Quot.sound]
#print axioms TransmissionThroughCut.cut_independence
-- 'TransmissionThroughCut.cut_independence' depends on axioms: [propext, Classical.choice, Quot.sound]
#print axioms TransmissionThroughCut.transmission_eq_single_bond
-- 'TransmissionThroughCut.transmission_eq_single_bond' depends on axioms: [propext, Classical.choice, Quot.sound]
```
